# The symmetric, spinless, wide-band Anderson–Newns curve at zero temperature has a barrier exactly when the level half-width is below 2/π times the reorganization energy

## Does a broad level really remove the barrier, or only shrink it?

For a symmetric electron transfer at an electrode, I read that the adiabatic Anderson–Newns curve has a barrier when the level half-width $D$ is below $2L/\pi$, where $L$ is the reorganization energy, and none from that width on. This puzzles me. The two diabatic parabolas cross whatever $D$ is, so I expected broadening to lower the barrier without ever removing it. Let $x$ be the solvent coordinate measured from the midpoint between the two diabatic minima, in units of their separation. The stationary points solve $\pi x=\arctan(2Lx/D)$, which I can't solve for $x$ by rearranging. How can I be sure that no extra roots, and so no extra wells, appear away from $x=0$?

## One stationary point or three, and never more

The barrier does disappear at a finite width. For $L>0$ and $D\ge 2L/\pi$, the only real solution is $x=0$, the bottom of a single well. For $0<D<2L/\pi$ there are exactly three, $-a$, $0$ and $a$, with $0<a<1/2$: two wells and a barrier top between them. In this zero-temperature model of one spinless level coupled to a wide band, the threshold marks where electron transfer at zero overpotential stops having an activation barrier.

### From the level occupation to the slope

Let $q=x+\tfrac12$ be the solvent coordinate, with $q=0$ the equilibrium for the empty level and $q=1$ that for the filled one. The solvent energy is $Lq^2$, so $L$ is the cost of distorting the solvent from one equilibrium to the other. In the symmetric case the solvent puts the level at $e=-2Lx$ relative to the Fermi level. Coupling to the metal broadens it into a Lorentzian of half-width $D$, whose filled part is

$$n(e)=\frac12-\frac1\pi\arctan\frac eD .$$

Up to a constant, the electronic energy is

$$E(e)=\frac e2-\frac e\pi\arctan\frac eD+\frac{D}{2\pi}\ln\!\left(1+\frac{e^2}{D^2}\right).$$

On differentiating, the arctangent factor contributes $-\frac{e}{\pi D}\frac{1}{1+e^2/D^2}$ and the logarithm contributes the same term with a plus sign. They cancel, which leaves $E'(e)=n(e)$.

The adiabatic curve is $U(x)=L(x+\tfrac12)^2+E(-2Lx)$. By the chain rule and the oddness of the arctangent,

$$U'(x)=2L\left(x+\tfrac12\right)-2L\,n(-2Lx)=\frac{2L}{\pi}\left(\pi x-\arctan\frac{2Lx}{D}\right).$$

Its zeros are the solutions of your equation. The curve is also even: the term $Lx$ from the square cancels the term $-Lx$ from $e/2$, and everything else is even in $x$.

### A wide level

Let $x>0$ and $u=2Lx/D$. The mean value theorem gives $\arctan u=u/(1+c^2)$ for some $0<c<u$, hence $\arctan u<u$. If $D\ge2L/\pi$, then $u\le\pi x$, so $\arctan u<\pi x$. There is no positive root, and by oddness no negative one. The slope is positive for $x>0$, so the energy rises from the centre. The strict inequality $\arctan u<u$ settles the case $D=2L/\pi$ as well.

### A narrow level

First, $\arctan u/u$ strictly decreases for $u>0$. For $0<s<t$, apply the mean value theorem on $[0,s]$ and on $[s,t]$:

$$\frac{\arctan s}{s}=\frac1{1+c^2},\qquad \frac{\arctan t-\arctan s}{t-s}=\frac1{1+d^2},\qquad 0<c<s<d<t.$$

The second slope is smaller. Multiplying by $s(t-s)$ and rearranging gives $s\arctan t<t\arctan s$.

For existence, let $\pi D<2L$ and choose $0<u\le1$ with $\pi D(1+u)\le2L$. Put $x_0=uD/(2L)$; then $x_0<\tfrac12$, because $D<2L/\pi<L$. Again $\arctan u=u/(1+c^2)$ with $0<c<u\le1$, so $c^2<u$ and

$$\arctan u\ge\frac{u\pi D}{2L}=\pi x_0 .$$

At $x=\tfrac12$ the arctangent is below $\pi/2=\pi x$. The intermediate value theorem gives a root $a\in[x_0,\tfrac12]$, and $\pi a=\arctan(2La/D)<\pi/2$ makes $a<\tfrac12$.

For uniqueness, let $0<x<a$ and take $s=2Lx/D$, $t=2La/D$. Then $s\,\pi a<t\arctan s$. Since $s\,\pi a=t\,\pi x$, this says $\pi x<\arctan(2Lx/D)$. For $x>a$ the same argument gives the reverse inequality. So $a$ is the only positive root, and oddness supplies $-a$. The energy falls from $0$ to $a$ and rises beyond, and by evenness it does the same on the left.

### What the Lean statements say

The real numbers `L`, `D` and `x` are the quantities above, with `L` and `D` in the same energy unit. `occupation`, `electronicEnergy` and `adiabaticEnergy` are $n$, $E$ and $U$. Note that `D` is the half-width at half maximum, not the full width.

- `wide_level` assumes `0 < L` and `2 * L / π ≤ D`. It states that the equation holds if and only if `x = 0`, and that the energy strictly increases on `Set.Ici 0`, the half-line $x\ge0$.
- `narrow_level` assumes `0 < D` and `D < 2 * L / π`, which force $L>0$. It gives an `a` strictly between $0$ and $1/2$ such that the solutions are exactly `-a`, `0` and `a`.
- `barrier` assumes `0 < L` and `0 < D`, takes any positive solution `a`, and states the fall on `Set.Icc 0 a` and the rise on `Set.Ici a`. `adiabaticEnergy_even` carries both to negative `x`.

The slope of the curve is proved, but the formulas for $n$ and $E$ enter as definitions and are not derived from a Hamiltonian. The model has one spinless level with an energy-independent width, a classical harmonic solvent and no overpotential. Electron repulsion and finite temperature are absent, and nothing is said about rates.

```lean
import Mathlib

open scoped Real

namespace AndersonNewnsBarrier

noncomputable section

/-- Zero-temperature occupation of a level at energy `e` relative to the Fermi level,
with Lorentzian half-width `D > 0`. -/
def occupation (D e : ℝ) : ℝ := 1 / 2 - Real.arctan (e / D) / π

/-- Electronic energy of the broadened level at energy `e`, up to a constant, for
half-width `D > 0`. -/
def electronicEnergy (D e : ℝ) : ℝ :=
  e / 2 - e / π * Real.arctan (e / D) + D / (2 * π) * Real.log (1 + (e / D) ^ 2)

/-- Symmetric adiabatic curve for `D > 0`: solvent energy at coordinate `x + 1/2` plus
the electronic energy of the level, which the solvent shifts to `-2Lx`. -/
def adiabaticEnergy (L D x : ℝ) : ℝ :=
  L * (x + 1 / 2) ^ 2 + electronicEnergy D (-(2 * L * x))

/-- For `D > 0`, the derivative of the electronic energy with respect to the level
position is the occupation. -/
theorem electronicEnergy_hasDerivAt {D : ℝ} (hD : 0 < D) (e : ℝ) :
    HasDerivAt (electronicEnergy D) (occupation D e) e := by
  have h1 : HasDerivAt (fun y : ℝ => y / D) (1 / D) e := (hasDerivAt_id' e).div_const D
  have h3 : HasDerivAt (fun y : ℝ => 1 + (y / D) ^ 2) (2 * (e / D) * (1 / D)) e :=
    ((h1.fun_pow 2).const_add 1).congr_deriv (by push_cast; ring)
  have h4 := h3.log (by positivity)
  have hDD : D * (1 / D) = 1 := mul_one_div_cancel hD.ne'
  -- the derivatives of the arctangent and of the logarithm cancel
  exact ((((hasDerivAt_id' e).div_const 2).fun_sub
    (((hasDerivAt_id' e).div_const π).fun_mul h1.arctan)).fun_add
    (h4.const_mul (D / (2 * π)))).congr_deriv (by
      simp only [occupation]
      linear_combination (e / D / π / (1 + (e / D) ^ 2)) * hDD)

/-- For `D > 0`, the slope of the adiabatic curve is `(2L/π)(πx - arctan(2Lx/D))`. -/
theorem adiabaticEnergy_hasDerivAt (L : ℝ) {D : ℝ} (hD : 0 < D) (x : ℝ) :
    HasDerivAt (adiabaticEnergy L D)
      (2 * L / π * (π * x - Real.arctan (2 * L * x / D))) x := by
  have h1 : HasDerivAt (fun y : ℝ => -(2 * L * y)) (-(2 * L)) x :=
    ((hasDerivAt_id' x).const_mul (2 * L)).fun_neg.congr_deriv (by ring)
  have h2 := (electronicEnergy_hasDerivAt hD (-(2 * L * x))).comp x h1
  have h3 : HasDerivAt (fun y : ℝ => L * (y + 1 / 2) ^ 2) (2 * L * (x + 1 / 2)) x :=
    ((((hasDerivAt_id' x).add_const (1 / 2)).fun_pow 2).const_mul L).congr_deriv
      (by push_cast; ring)
  have hp : π * (1 / π) = 1 := mul_one_div_cancel Real.pi_ne_zero
  have e : -(2 * L * x) / D = -(2 * L * x / D) := by ring
  exact (h3.fun_add h2).congr_deriv (by
    simp only [occupation]
    rw [e, Real.arctan_neg]
    linear_combination (-(2 * L * x)) * hp)

/-- Mean value theorem for the arctangent on an interval `a < b`. -/
theorem arctan_slope {a b : ℝ} (h : a < b) :
    ∃ c, a < c ∧ c < b ∧ Real.arctan b - Real.arctan a = (b - a) / (1 + c ^ 2) := by
  obtain ⟨c, hc, h'⟩ := exists_hasDerivAt_eq_slope Real.arctan (fun x => 1 / (1 + x ^ 2)) h
    Real.continuous_arctan.continuousOn (fun x _ => Real.hasDerivAt_arctan x)
  have h3 : 1 / (1 + c ^ 2) = (Real.arctan b - Real.arctan a) / (b - a) := h'
  have h2 : 1 / (1 + c ^ 2) * (b - a) = Real.arctan b - Real.arctan a := by
    rw [h3, div_mul_cancel₀ _ (sub_pos.2 h).ne']
  exact ⟨c, hc.1, hc.2, by rw [← h2]; ring⟩

/-- The ratio `arctan u / u` strictly decreases for `u > 0`, written without division. -/
theorem arctan_chord {s t : ℝ} (hs : 0 < s) (hst : s < t) :
    s * Real.arctan t < t * Real.arctan s := by
  obtain ⟨c, hc0, hcs, h1⟩ := arctan_slope hs
  obtain ⟨d, hsd, _, h2⟩ := arctan_slope hst
  rw [Real.arctan_zero, sub_zero, sub_zero] at h1
  have h3 : (t - s) / (1 + d ^ 2) < (t - s) / (1 + c ^ 2) :=
    div_lt_div_of_pos_left (sub_pos.2 hst) (by positivity) (by nlinarith)
  have h4 := mul_lt_mul_of_pos_left h3 hs
  have h5 : s * ((t - s) / (1 + c ^ 2)) = (t - s) * Real.arctan s := by rw [h1]; ring
  rw [← h2, h5] at h4
  linarith

/-- For `L > 0` and a wide level, `D ≥ 2L/π`, the only solution of the stationarity
equation is `x = 0`, and the energy strictly increases for `x ≥ 0`. -/
theorem wide_level {L D : ℝ} (hL : 0 < L) (h : 2 * L / π ≤ D) :
    (∀ x, π * x = Real.arctan (2 * L * x / D) ↔ x = 0) ∧
      StrictMonoOn (adiabaticEnergy L D) (Set.Ici 0) := by
  have hD : 0 < D := lt_of_lt_of_le (by positivity) h
  have h1 : 2 * L ≤ D * π := (div_le_iff₀ Real.pi_pos).1 h
  have key : ∀ x, 0 < x → Real.arctan (2 * L * x / D) < π * x := by
    intro x hx
    have hu : 0 < 2 * L * x / D := by positivity
    obtain ⟨c, hc, _, h2⟩ := arctan_slope hu
    rw [Real.arctan_zero, sub_zero, sub_zero] at h2
    have h3 : 2 * L * x / D ≤ π * x := by
      rw [div_le_iff₀ hD]
      nlinarith [mul_le_mul_of_nonneg_right h1 hx.le]
    rw [h2]
    exact lt_of_lt_of_le (div_lt_self hu (by nlinarith)) h3
  refine ⟨fun x => ⟨fun hx => ?_, fun hx => by simp [hx]⟩, ?_⟩
  · rcases lt_trichotomy x 0 with hn | h0 | hp
    · have h2 := key (-x) (neg_pos.2 hn)
      have e : 2 * L * (-x) / D = -(2 * L * x / D) := by ring
      rw [e, Real.arctan_neg] at h2
      linarith
    · exact h0
    · linarith [key x hp]
  · refine strictMonoOn_of_deriv_pos (convex_Ici 0) (fun y _ =>
      (adiabaticEnergy_hasDerivAt L hD y).continuousAt.continuousWithinAt) fun y hy => ?_
    rw [interior_Ici] at hy
    rw [(adiabaticEnergy_hasDerivAt L hD y).deriv]
    exact mul_pos (by positivity) (sub_pos.2 (key y hy))

/-- For `L, D > 0` and a positive solution `a` of the stationarity equation, `πx` lies below
`arctan(2Lx/D)` for `0 < x < a` and above it for `x > a`. -/
theorem sign_around_root {L D a : ℝ} (hL : 0 < L) (hD : 0 < D) (ha : 0 < a)
    (hr : π * a = Real.arctan (2 * L * a / D)) :
    (∀ x, 0 < x → x < a → π * x < Real.arctan (2 * L * x / D)) ∧
      ∀ x, a < x → Real.arctan (2 * L * x / D) < π * x := by
  have hk : 0 < 2 * L * a / D := by positivity
  constructor
  · intro x hx hxa
    have h := arctan_chord (s := 2 * L * x / D) (t := 2 * L * a / D)
      (by positivity) (by gcongr)
    rw [← hr] at h
    refine lt_of_mul_lt_mul_left (a := 2 * L * a / D) ?_ hk.le
    calc 2 * L * a / D * (π * x) = 2 * L * x / D * (π * a) := by ring
      _ < _ := h
  · intro x hax
    have h := arctan_chord (s := 2 * L * a / D) (t := 2 * L * x / D) hk (by gcongr)
    rw [← hr] at h
    refine lt_of_mul_lt_mul_left (a := 2 * L * a / D) ?_ hk.le
    calc _ < 2 * L * x / D * (π * a) := h
      _ = 2 * L * a / D * (π * x) := by ring

/-- For a narrow level, `0 < D < 2L/π`, the stationarity equation has exactly three real
solutions `-a`, `0`, `a`, with `0 < a < 1/2`. -/
theorem narrow_level {L D : ℝ} (hD : 0 < D) (h : D < 2 * L / π) :
    ∃ a, 0 < a ∧ a < 1 / 2 ∧
      ∀ x, π * x = Real.arctan (2 * L * x / D) ↔ x = -a ∨ x = 0 ∨ x = a := by
  have h1 : D * π < 2 * L := (lt_div_iff₀ Real.pi_pos).1 h
  have hP : 0 < D * π := mul_pos hD Real.pi_pos
  have hL : 0 < L := by linarith
  -- a small displacement at which the arctangent wins
  obtain ⟨u, hu, hu1, hu2⟩ : ∃ u : ℝ, 0 < u ∧ u ≤ 1 ∧ u * (D * π) ≤ 2 * L - D * π :=
    ⟨min 1 ((2 * L - D * π) / (D * π)),
      lt_min one_pos (div_pos (sub_pos.2 h1) hP), min_le_left _ _,
      (le_div_iff₀ hP).1 (min_le_right _ _)⟩
  have hx0 : 0 < u * D / (2 * L) := by positivity
  have hx1 : u * D / (2 * L) < 1 / 2 := by
    rw [div_lt_iff₀ (by positivity)]
    nlinarith [mul_le_mul_of_nonneg_right hu1 hD.le,
      mul_lt_mul_of_pos_left Real.pi_gt_three hD]
  have hpos : 0 ≤ Real.arctan (2 * L * (u * D / (2 * L)) / D) - π * (u * D / (2 * L)) := by
    have e : 2 * L * (u * D / (2 * L)) / D = u := by field_simp
    obtain ⟨c, hc0, hcu, h2⟩ := arctan_slope hu
    rw [Real.arctan_zero, sub_zero, sub_zero] at h2
    have hc : 1 + c ^ 2 < 1 + u := by nlinarith
    have h3 := mul_lt_mul_of_pos_left hc hP
    have h4 : D * π * (1 + c ^ 2) ≤ 2 * L := by linarith
    have e2 : π * (u * D / (2 * L)) = u * (D * π) / (2 * L) := by ring
    rw [e, h2, e2, sub_nonneg, div_le_div_iff₀ (by positivity) (by positivity)]
    linarith [mul_le_mul_of_nonneg_left h4 hu.le]
  have hneg : Real.arctan (2 * L * (1 / 2) / D) - π * (1 / 2) ≤ 0 := by
    linarith [Real.arctan_lt_pi_div_two (2 * L * (1 / 2) / D)]
  have hg : Continuous (fun x : ℝ => 2 * L * x / D) := by fun_prop
  have hf : Continuous (fun x : ℝ => Real.arctan (2 * L * x / D) - π * x) :=
    (Real.continuous_arctan.comp hg).sub (continuous_const.mul continuous_id)
  have hz : (0 : ℝ) ∈ (fun x : ℝ => Real.arctan (2 * L * x / D) - π * x) ''
      Set.Icc (u * D / (2 * L)) (1 / 2) :=
    intermediate_value_Icc' hx1.le hf.continuousOn ⟨hneg, hpos⟩
  obtain ⟨a, hIcc, hfa⟩ := hz
  have hr : π * a = Real.arctan (2 * L * a / D) := by
    have h5 : Real.arctan (2 * L * a / D) - π * a = 0 := hfa
    linarith
  have ha : 0 < a := lt_of_lt_of_le hx0 hIcc.1
  have ha2 : a < 1 / 2 := by
    refine lt_of_mul_lt_mul_left (a := π) ?_ Real.pi_pos.le
    linarith [Real.arctan_lt_pi_div_two (2 * L * a / D)]
  obtain ⟨hin, hout⟩ := sign_around_root hL hD ha hr
  have uniq : ∀ y, 0 < y → π * y = Real.arctan (2 * L * y / D) → y = a := by
    intro y hy hyr
    rcases lt_trichotomy y a with hlt | heq | hgt
    · linarith [hin y hy hlt]
    · exact heq
    · linarith [hout y hgt]
  have odd : ∀ y, Real.arctan (2 * L * (-y) / D) = -Real.arctan (2 * L * y / D) := by
    intro y
    rw [← Real.arctan_neg]
    congr 1
    ring
  refine ⟨a, ha, ha2, fun x => ⟨fun hx => ?_, fun hx => ?_⟩⟩
  · rcases lt_trichotomy x 0 with hn | h0 | hp
    · left
      linarith [uniq (-x) (neg_pos.2 hn) (by rw [odd]; linarith)]
    · exact Or.inr (Or.inl h0)
    · exact Or.inr (Or.inr (uniq x hp hx))
  · rcases hx with hx | hx | hx
    · rw [hx, odd]
      linarith
    · simp [hx]
    · rw [hx]
      exact hr

/-- The adiabatic curve is symmetric under `x → -x`. -/
theorem adiabaticEnergy_even (L D x : ℝ) :
    adiabaticEnergy L D (-x) = adiabaticEnergy L D x := by
  have e : -(2 * L * -x) / D = -(-(2 * L * x) / D) := by ring
  simp only [adiabaticEnergy, electronicEnergy]
  rw [e, Real.arctan_neg, neg_sq]
  ring

/-- For `L, D > 0` and a positive solution `a` of the stationarity equation, the energy
strictly falls from `x = 0` to `x = a` and strictly rises beyond `a`. -/
theorem barrier {L D a : ℝ} (hL : 0 < L) (hD : 0 < D) (ha : 0 < a)
    (hr : π * a = Real.arctan (2 * L * a / D)) :
    StrictAntiOn (adiabaticEnergy L D) (Set.Icc 0 a) ∧
      StrictMonoOn (adiabaticEnergy L D) (Set.Ici a) := by
  obtain ⟨hin, hout⟩ := sign_around_root hL hD ha hr
  have hk : 0 < 2 * L / π := by positivity
  constructor
  · refine strictAntiOn_of_deriv_neg (convex_Icc 0 a) (fun y _ =>
      (adiabaticEnergy_hasDerivAt L hD y).continuousAt.continuousWithinAt) fun y hy => ?_
    rw [interior_Icc] at hy
    rw [(adiabaticEnergy_hasDerivAt L hD y).deriv]
    exact mul_neg_of_pos_of_neg hk (sub_neg.2 (hin y hy.1 hy.2))
  · refine strictMonoOn_of_deriv_pos (convex_Ici a) (fun y _ =>
      (adiabaticEnergy_hasDerivAt L hD y).continuousAt.continuousWithinAt) fun y hy => ?_
    rw [interior_Ici] at hy
    rw [(adiabaticEnergy_hasDerivAt L hD y).deriv]
    exact mul_pos hk (sub_pos.2 (hout y hy))

end

end AndersonNewnsBarrier
```

```lean
#print axioms AndersonNewnsBarrier.wide_level
-- 'AndersonNewnsBarrier.wide_level' depends on axioms: [propext, Classical.choice, Quot.sound]
#print axioms AndersonNewnsBarrier.narrow_level
-- 'AndersonNewnsBarrier.narrow_level' depends on axioms: [propext, Classical.choice, Quot.sound]
#print axioms AndersonNewnsBarrier.adiabaticEnergy_even
-- 'AndersonNewnsBarrier.adiabaticEnergy_even' depends on axioms: [propext, Classical.choice, Quot.sound]
#print axioms AndersonNewnsBarrier.barrier
-- 'AndersonNewnsBarrier.barrier' depends on axioms: [propext, Classical.choice, Quot.sound]
```

### How the lemmas carry the argument

`electronicEnergy_hasDerivAt` assembles the derivative by the product and chain rules; its `linear_combination` step is the cancellation between arctangent and logarithm. `adiabaticEnergy_hasDerivAt` composes this with the level shift to get $U'$.

In `wide_level`, the inner claim `key` is $\arctan(2Lx/D)<\pi x$ for positive $x$. A split by `lt_trichotomy` then excludes roots on either side of zero. `arctan_chord` is the decreasing ratio without division, and `sign_around_root` turns it into the two inequalities around $a$. `narrow_level` builds $u$ as a minimum of two numbers, gets the root from `intermediate_value_Icc'`, and uses `sign_around_root` for uniqueness.

The monotonicity claims come from `strictMonoOn_of_deriv_pos` and `strictAntiOn_of_deriv_neg`. These ask for the sign of the derivative only in the interior of the interval, so the vanishing slope at $0$ and $a$ does no harm.

### The mean value theorem with a named derivative

Apart from the bound $\arctan u<\pi/2$, which Mathlib supplies directly, the estimates on the arctangent all come from one Mathlib theorem, `exists_hasDerivAt_eq_slope`. It takes a function, a formula for its derivative, continuity on the closed interval and a `HasDerivAt` proof at each interior point. It returns an interior point `c` where the formula equals the slope of the chord.

Because the formula is supplied explicitly, here `1 / (1 + x ^ 2)`, the result is an algebraic expression in `c`. `arctan_slope` clears the denominator of the chord's slope once, and the lemma then serves three purposes. Discarding the size of `c` gives $\arctan u<u$. Comparing the points from two adjacent intervals gives the decreasing ratio. Keeping the bound $c<u$ gives the lower estimate that starts the search for $a$. No second derivative or concavity theorem is needed.
